# Normalisation and the pair-insertion ratio fix the kink-pair distribution of a single spin in a transverse field

The theorem `kinkProb_unique` concerns a single spin with Hamiltonian H = −Γσₓ, where β and Γ are any real numbers. The normalised weight of n kinks is the order-n term in the expansion of Tr exp(−βH), divided by the partition function. The theorem says that if a real sequence q sums to 1 and satisfies q(k+1) = (βΓ)² / ((2k+1)(2k+2)) · q(k) for every k, then q(k) is the normalised weight of 2k kinks. The proof first uses the ratio to write every q(n) as q(0) (βΓ)²ⁿ/(2n)!, then sums the cosh series to get q(0) = 1/cosh(βΓ), and finally compares the result with the closed form in `kinkProb_even`.

The failing Lean file:

```lean
import Mathlib

open scoped Nat

namespace KinkProbUnique

noncomputable section

/-- The Pauli matrix `σₓ`, which flips the spin. -/
def sigmaX : Matrix (Fin 2) (Fin 2) ℝ := !![0, 1; 1, 0]

/-- A single spin in a transverse field, `H = -Γ σₓ`. -/
def hamiltonian (Γ : ℝ) : Matrix (Fin 2) (Fin 2) ℝ := (-Γ) • sigmaX

/-- The partition function `Tr exp(-β H)`. -/
def partitionFunction (β Γ : ℝ) : ℝ :=
  (NormedSpace.exp ((-β) • hamiltonian Γ)).trace

/-- The normalised weight of closed world lines with `n` kinks: the term of order `n` in the
expansion of `Tr exp(-β H)`, divided by the partition function. -/
def kinkProb (β Γ : ℝ) (n : ℕ) : ℝ :=
  (((-β) • hamiltonian Γ) ^ n).trace / (n ! : ℝ) / partitionFunction β Γ

lemma neg_beta_hamiltonian (β Γ : ℝ) :
    (-β) • hamiltonian Γ = (β * Γ) • sigmaX := by
  rw [hamiltonian, smul_smul, neg_mul_neg]

lemma sigmaX_sq : sigmaX ^ 2 = 1 := by
  rw [pow_two]
  ext i j
  fin_cases i <;> fin_cases j <;> simp [sigmaX, Matrix.mul_apply, Fin.sum_univ_succ]

/-- The Boltzmann operator `exp(-β H)` has diagonal entries `cosh (βΓ)` and off-diagonal
entries `sinh (βΓ)`. -/
theorem boltzmann_operator (β Γ : ℝ) :
    NormedSpace.exp ((-β) • hamiltonian Γ) =
      !![Real.cosh (β * Γ), Real.sinh (β * Γ); Real.sinh (β * Γ), Real.cosh (β * Γ)] := by
  rw [neg_beta_hamiltonian]
  generalize β * Γ = x
  -- the columns of `A` are the eigenvectors of `σₓ`
  let A : Matrix (Fin 2) (Fin 2) ℝ := !![1, 1; 1, -1]
  let B : Matrix (Fin 2) (Fin 2) ℝ := !![1 / 2, 1 / 2; 1 / 2, -1 / 2]
  have hAB : A * B = 1 := by
    ext i j
    fin_cases i <;> fin_cases j <;>
      norm_num [A, B, Matrix.mul_apply, Fin.sum_univ_succ]
  have hBA : B * A = 1 := mul_eq_one_comm.mp hAB
  have hx : x • sigmaX = A * Matrix.diagonal ![x, -x] * B := by
    ext i j
    fin_cases i <;> fin_cases j <;>
      simp [A, B, sigmaX, Matrix.mul_apply, Fin.sum_univ_succ, Matrix.vecMul_diagonal] <;> ring
  have hconj : NormedSpace.exp (A * Matrix.diagonal ![x, -x] * B) =
      A * NormedSpace.exp (Matrix.diagonal ![x, -x]) * B :=
    Matrix.exp_units_conj ⟨A, B, hAB, hBA⟩ _
  have hD : NormedSpace.exp (Matrix.diagonal ![x, -x]) =
      Matrix.diagonal ![Real.exp x, Real.exp (-x)] := by
    rw [Matrix.exp_diagonal, Pi.exp_def]
    congr 1
    funext i
    fin_cases i <;> simp [Real.exp_eq_exp_ℝ]
  rw [hx, hconj, hD]
  ext i j
  fin_cases i <;> fin_cases j <;>
    simp [A, B, Matrix.mul_apply, Fin.sum_univ_succ, Matrix.vecMul_diagonal,
      Real.cosh_eq, Real.sinh_eq] <;> ring

/-- The partition function is `2 cosh (βΓ)`, and it is the sum of `2 (βΓ)^(2k) / (2k)!`
over the number `k` of kink pairs. -/
theorem partitionFunction_eq (β Γ : ℝ) :
    partitionFunction β Γ = 2 * Real.cosh (β * Γ) ∧
      HasSum (fun k : ℕ => 2 * ((β * Γ) ^ (2 * k) / ((2 * k)! : ℝ)))
        (partitionFunction β Γ) := by
  have h : partitionFunction β Γ = 2 * Real.cosh (β * Γ) := by
    rw [partitionFunction, boltzmann_operator, Matrix.trace_fin_two_of]
    ring
  exact ⟨h, h ▸ (Real.hasSum_cosh (β * Γ)).mul_left 2⟩

/-- The probability of `2k` kinks is `(βΓ)^(2k) / ((2k)! cosh (βΓ))`. -/
theorem kinkProb_even (β Γ : ℝ) (k : ℕ) :
    kinkProb β Γ (2 * k) =
      (β * Γ) ^ (2 * k) / (((2 * k)! : ℝ) * Real.cosh (β * Γ)) := by
  have ht : (1 : Matrix (Fin 2) (Fin 2) ℝ).trace = 2 := by simp
  rw [kinkProb, neg_beta_hamiltonian, smul_pow, pow_mul sigmaX, sigmaX_sq, one_pow,
    Matrix.trace_smul, ht, (partitionFunction_eq β Γ).1, smul_eq_mul, div_div,
    show ((2 * k)! : ℝ) * (2 * Real.cosh (β * Γ)) =
      ((2 * k)! : ℝ) * Real.cosh (β * Γ) * 2 by ring]
  exact mul_div_mul_right _ _ two_ne_zero

lemma weight_succ (x : ℝ) (k : ℕ) :
    x ^ (2 * (k + 1)) / ((2 * (k + 1))! : ℝ) =
      x ^ 2 / ((2 * k + 1) * (2 * k + 2)) * (x ^ (2 * k) / ((2 * k)! : ℝ)) := by
  have hf : ((2 * k)! : ℝ) ≠ 0 := by exact_mod_cast Nat.factorial_ne_zero _
  have h1 : (2 * k + 1 : ℝ) ≠ 0 := by positivity
  have h2 : (2 * k + 2 : ℝ) ≠ 0 := by positivity
  have hfac : ((2 * (k + 1))! : ℝ) = (2 * k + 1) * (2 * k + 2) * ((2 * k)! : ℝ) := by
    rw [show 2 * (k + 1) = 2 * k + 1 + 1 by ring, Nat.factorial_succ (2 * k + 1),
      Nat.factorial_succ (2 * k)]
    push_cast
    ring
  rw [hfac, div_mul_div_comm, show 2 * (k + 1) = 2 + 2 * k by ring, pow_add]

lemma hasSum_of_eq {f g : ℕ → ℝ} {a b : ℝ} (h : HasSum f a)
    (hf : ∀ k, g k = f k) (ha : b = a) : HasSum g b := by
  rw [ha, funext hf]
  exact h

/-- A normalised distribution over the number of kink pairs that obeys the pair-insertion
ratio is the kink distribution of the spin. -/
theorem kinkProb_unique (β Γ : ℝ) (q : ℕ → ℝ)
    (hstep : ∀ k : ℕ, q (k + 1) = (β * Γ) ^ 2 / ((2 * k + 1) * (2 * k + 2)) * q k)
    (hsum : HasSum q 1) (k : ℕ) : q k = kinkProb β Γ (2 * k) := by
  -- the ratio fixes every weight relative to the kink-free one
  have hq : ∀ n : ℕ, q n = q 0 * ((β * Γ) ^ (2 * n) / ((2 * n)! : ℝ)) := by
    intro n
    induction n with
    | zero => simp
    | succ n ih =>
      rw [hstep, ih, weight_succ]
      ring
  -- normalisation fixes the kink-free weight
  have hs : HasSum q (q 0 * Real.cosh (β * Γ)) := by
    convert (Real.hasSum_cosh (β * Γ)).mul_left (q 0) using 1
    funext n
    exact hq n
  have h0 : q 0 = 1 / Real.cosh (β * Γ) := by
    rw [eq_div_iff (Real.cosh_pos _).ne']
    exact hs.unique hsum
  rw [hq k, h0, kinkProb_even, div_mul_div_comm, one_mul, mul_comm (Real.cosh _)]

end

end KinkProbUnique
```

The error:

```
Main.lean:123:4: error: Tactic `apply` failed: could not unify the conclusion of `@funext`
  ?f = ?g
with the goal
  Real.instAddCommMonoid =
    CommRing.toNonUnitalCommRing.toNonUnitalNonAssocCommRing.toNonUnitalNonAssocSemiring.toAddCommMonoid

Note: The full type of `@funext` is
  ∀ {α : Sort ?u.115} {β : α → Sort ?u.114} {f g : (x : α) → β x}, (∀ (x : α), f x = g x) → f = g

case e'_3
β Γ : ℝ
q : ℕ → ℝ
hstep : ∀ (k : ℕ), q (k + 1) = (β * Γ) ^ 2 / ((2 * ↑k + 1) * (2 * ↑k + 2)) * q k
hsum : HasSum q 1
k : ℕ
hq : ∀ (n : ℕ), q n = q 0 * ((β * Γ) ^ (2 * n) / ↑(2 * n)!)
⊢ Real.instAddCommMonoid =
    CommRing.toNonUnitalCommRing.toNonUnitalNonAssocCommRing.toNonUnitalNonAssocSemiring.toAddCommMonoid
```

The error is in the proof of `hs`, which says that q sums to q(0) cosh(βΓ). `HasSum` depends on an additive structure on the real numbers as well as on the sequence and its sum. The goal uses `Real.instAddCommMonoid`, while the fact given to `convert` reaches its additive structure through the ring structure. `convert ... using 1` left the equality of these two structures as a goal, and `funext n` was applied to it. `funext` proves equalities of functions, and this is not one, so Lean could not unify the two.

The repair replaces `convert` and the two lines after it with `hasSum_of_eq`, a lemma already in the file. It asks only for the termwise equality of the sequences, which is `hq`, and the equality of the sums, which is `rfl`. The additive structures no longer appear as a separate goal: Lean has to match them when it checks the term given to `exact`, and it accepts them as equal by definition.

As a diff, the version that Lean accepts:

```diff
@@ -120,7 +120,5 @@
   -- normalisation fixes the kink-free weight
   have hs : HasSum q (q 0 * Real.cosh (β * Γ)) := by
-    convert (Real.hasSum_cosh (β * Γ)).mul_left (q 0) using 1
-    funext n
-    exact hq n
+    exact hasSum_of_eq ((Real.hasSum_cosh (β * Γ)).mul_left (q 0)) hq rfl
   have h0 : q 0 = 1 / Real.cosh (β * Γ) := by
     rw [eq_div_iff (Real.cosh_pos _).ne']
```
